# A real Gaussian pair state is an eigenfunction of a real quadratic boson Hamiltonian exactly when its amplitudes solve a matrix Riccati equation

Q: Your boson states are functions of real variables. Where are the creation and annihilation operators?

A: That is the modelling choice. With one real variable $z_i$ per mode, $a_i^\dagger$ is multiplication by $z_i$ and $a_i$ is $\partial_i=\partial/\partial z_i$. On smooth functions $[\partial_i,z_j]=\delta_{ij}$, as bosons require, and the vacuum is the constant function 1. The $z_i$ are not positions: a function encodes a Fock-space state through its power series, and the norm that matters is the Fock-space one, not the integral of the squared function. "Eigenfunction" here means that the eigenvalue equation holds at every $z$; a finite norm is a separate condition.

```lean
import Mathlib

open Matrix

namespace BosonicCoupledCluster

noncomputable section

variable {ι : Type*} [Fintype ι] [DecidableEq ι]
```

Q: Is the derivative a real one, or a rule chosen to give the right answer?

A: It is a real one. `coordDeriv j f z` differentiates $f$ along the line through $z$ in direction $j$. Lean's `deriv` returns 0 where no derivative exists, but the Gaussian below is differentiable.

```lean
/-- The partial derivative of `f` at `z` along mode `j`; it represents the annihilation
operator of that mode. -/
def coordDeriv (j : ι) (f : (ι → ℝ) → ℝ) (z : ι → ℝ) : ℝ :=
  deriv (fun s : ℝ => f (z + s • Pi.single j 1)) 0
```

Q: And the Hamiltonian?

A: It is $H=\sum_{ij}A_{ij}a_i^\dagger a_j+\tfrac12\sum_{ij}B_{ij}(a_i^\dagger a_j^\dagger+a_ia_j)$, with hopping matrix $A$ and pairing matrix $B$. It is normal ordered, with no linear terms and no boson–boson interaction.

```lean
/-- The quadratic boson Hamiltonian `∑ A_ij z_i ∂_j + (1/2) ∑ B_ij (z_i z_j + ∂_i ∂_j)`,
with multiplication by `z_i` as the creation operator of mode `i`. -/
def hamiltonian (A B : Matrix ι ι ℝ) (f : (ι → ℝ) → ℝ) (z : ι → ℝ) : ℝ :=
  ∑ i, ∑ j, A i j * (z i * coordDeriv j f z) +
    (1 / 2) * ∑ i, ∑ j, B i j * (z i * z j * f z + coordDeriv i (coordDeriv j f) z)
```

The state is $f(z)=e^{z^Ttz/2}$, which represents $\exp(\tfrac12\sum_{ij} t_{ij}a_i^\dagger a_j^\dagger)|0\rangle$ with pair amplitudes $t$.

```lean
/-- The coupled-cluster pair state `exp (zᵀ t z / 2)` with amplitudes `t`. -/
def pairState (t : Matrix ι ι ℝ) (z : ι → ℝ) : ℝ :=
  Real.exp (z ⬝ᵥ t *ᵥ z / 2)
```

The amplitude equation, a matrix Riccati equation for $t$, will say that the following matrix, called $R$ below, vanishes. The Hamiltonian's definition does not mention it.

```lean
/-- The residual `B + A t + t A + t B t` of the pair amplitude equation. -/
def residual (A B t : Matrix ι ι ℝ) : Matrix ι ι ℝ :=
  B + A * t + t * A + t * B * t
```

Q: Then derive it. What does one annihilation operator do?

A: Let $e_j$ be the unit vector of mode $j$. Since $t$ is symmetric,
$$(z+se_j)^Tt(z+se_j)=z^Ttz+2s(tz)_j+s^2t_{jj}.$$
Halving this and differentiating at $s=0$ gives $\partial_jf=(tz)_jf$. The lemma proves this expansion as `hq`, then applies the chain rule.

```lean
/-- For symmetric `t`, the pair state has derivative `(t z)_j` times itself along mode `j`. -/
theorem hasDerivAt_pairState {t : Matrix ι ι ℝ} (ht : t.IsSymm) (j : ι) (z : ι → ℝ) :
    HasDerivAt (fun s : ℝ => pairState t (z + s • Pi.single j 1))
      ((t *ᵥ z) j * pairState t z) 0 := by
  have h1 : z ⬝ᵥ t *ᵥ Pi.single j 1 = (t *ᵥ z) j := by
    rw [Matrix.dotProduct_mulVec, ← Matrix.mulVec_transpose, ht.eq, dotProduct_single, mul_one]
  have h2 : (Pi.single j 1 : ι → ℝ) ⬝ᵥ t *ᵥ Pi.single j 1 = t j j := by
    simp [single_dotProduct]
  -- the exponent is a quadratic polynomial in the displacement
  have hq : ∀ s : ℝ, (z + s • Pi.single j 1) ⬝ᵥ t *ᵥ (z + s • Pi.single j 1) =
      z ⬝ᵥ t *ᵥ z + 2 * s * (t *ᵥ z) j + s ^ 2 * t j j := by
    intro s
    simp only [Matrix.mulVec_add, Matrix.mulVec_smul, dotProduct_add, add_dotProduct,
      smul_dotProduct, dotProduct_smul, h1, h2, single_dotProduct, smul_eq_mul]
    ring
  have hp : HasDerivAt (fun s : ℝ =>
      (z ⬝ᵥ t *ᵥ z + 2 * s * (t *ᵥ z) j + s ^ 2 * t j j) / 2) ((t *ᵥ z) j) 0 := by
    have h := ((((hasDerivAt_id' (0 : ℝ)).const_mul 2).mul_const ((t *ᵥ z) j)).const_add
      (z ⬝ᵥ t *ᵥ z)).fun_add (((hasDerivAt_id' (0 : ℝ)).fun_pow 2).mul_const (t j j))
    exact (h.div_const 2).congr_deriv (by norm_num)
  simp only [pairState, hq]
  exact hp.exp.congr_deriv (by ring_nf)
```

Q: And two of them?

A: The product rule gives
$$\partial_i\partial_jf=\bigl(t_{ij}+(tz)_i(tz)_j\bigr)f.$$
In Lean, `hl` supplies the linear prefactor along the line, and `fun_mul` is the product rule.

```lean
/-- For symmetric `t`, two annihilation operators acting on the pair state give `t_ij + (t z)_i (t
z)_j` times the state. -/
theorem coordDeriv_coordDeriv_pairState {t : Matrix ι ι ℝ} (ht : t.IsSymm) (i j : ι)
    (z : ι → ℝ) : coordDeriv i (coordDeriv j (pairState t)) z =
      (t i j + (t *ᵥ z) i * (t *ᵥ z) j) * pairState t z := by
  have hf : coordDeriv j (pairState t) = fun w => (t *ᵥ w) j * pairState t w :=
    funext fun w => (hasDerivAt_pairState ht j w).deriv
  have he : (t *ᵥ Pi.single i 1) j = t j i := by
    simp [Matrix.mulVec, dotProduct_single]
  have hl : ∀ s : ℝ, (t *ᵥ (z + s • Pi.single i 1)) j = (t *ᵥ z) j + s * t j i := by
    intro s
    rw [Matrix.mulVec_add, Matrix.mulVec_smul, Pi.add_apply, Pi.smul_apply, smul_eq_mul, he]
  have h1 : HasDerivAt (fun s : ℝ => (t *ᵥ z) j + s * t j i) (t j i) 0 :=
    (((hasDerivAt_id' (0 : ℝ)).mul_const (t j i)).const_add _).congr_deriv (one_mul _)
  -- product rule for the linear prefactor and the Gaussian
  have h := h1.fun_mul (hasDerivAt_pairState ht i z)
  rw [hf]
  simp only [coordDeriv, hl]
  rw [h.deriv, zero_smul, add_zero, zero_mul, add_zero, ht.apply i j]
  ring
```

Q: Now assemble $Hf$.

A: Substituting both derivatives, and using $\sum_{ij}B_{ij}t_{ij}=\operatorname{tr}(Bt)$,
$$\frac{Hf}{f}=z^TAtz+\tfrac12z^TBz+\tfrac12\operatorname{tr}(Bt)+\tfrac12z^TtBtz.$$
Take $A$ to be symmetric as well. A scalar equals its transpose, so $z^TAtz=\tfrac12z^T(At+tA)z$. Hence
$$\frac{Hf}{f}=\tfrac12z^TRz+\tfrac12\operatorname{tr}(Bt),\qquad R=B+At+tA+tBt.$$
In the proof, `p1` is the hopping part, `p2` the pairing part, and `hR` collects the quadratic form.

```lean
/-- For symmetric `A` and `t`, the Hamiltonian multiplies the pair state by half the quadratic form
of the residual plus `tr (B t) / 2`. -/
theorem hamiltonian_pairState {A t : Matrix ι ι ℝ} (B : Matrix ι ι ℝ) (hA : A.IsSymm)
    (ht : t.IsSymm) (z : ι → ℝ) : hamiltonian A B (pairState t) z =
      (z ⬝ᵥ residual A B t *ᵥ z / 2 + (B * t).trace / 2) * pairState t z := by
  have hb : ∀ (M : Matrix ι ι ℝ) (x y : ι → ℝ),
      ∑ i, ∑ j, M i j * (x i * y j) = x ⬝ᵥ M *ᵥ y := by
    intro M x y
    simp only [dotProduct, Matrix.mulVec, Finset.mul_sum]
    exact Finset.sum_congr rfl fun i _ => Finset.sum_congr rfl fun j _ => by ring
  have htr : ∑ i, ∑ j, B i j * t i j = (B * t).trace := by
    simp only [Matrix.trace, Matrix.diag_apply, Matrix.mul_apply]
    exact Finset.sum_congr rfl fun i _ => Finset.sum_congr rfl fun j _ => by rw [ht.apply i j]
  have hs : ∀ w, z ⬝ᵥ t *ᵥ w = (t *ᵥ z) ⬝ᵥ w := by
    intro w
    rw [Matrix.dotProduct_mulVec, ← Matrix.mulVec_transpose, ht.eq]
  have hsA : (t *ᵥ z) ⬝ᵥ A *ᵥ z = z ⬝ᵥ A *ᵥ (t *ᵥ z) := by
    rw [Matrix.dotProduct_mulVec (t *ᵥ z) A z, ← Matrix.mulVec_transpose, hA.eq,
      dotProduct_comm _ z]
  have hR : z ⬝ᵥ residual A B t *ᵥ z = z ⬝ᵥ B *ᵥ z + 2 * (z ⬝ᵥ A *ᵥ (t *ᵥ z)) +
      (t *ᵥ z) ⬝ᵥ B *ᵥ (t *ᵥ z) := by
    simp only [residual, Matrix.add_mulVec, dotProduct_add, ← Matrix.mulVec_mulVec, hs, hsA]
    ring
  -- the hopping part and the pairing part of the Hamiltonian
  have p1 : ∑ i, ∑ j, A i j * (z i * coordDeriv j (pairState t) z) =
      (z ⬝ᵥ A *ᵥ (t *ᵥ z)) * pairState t z := by
    rw [← hb A z (t *ᵥ z)]
    simp only [Finset.sum_mul]
    refine Finset.sum_congr rfl fun i _ => Finset.sum_congr rfl fun j _ => ?_
    rw [show coordDeriv j (pairState t) z = (t *ᵥ z) j * pairState t z from
      (hasDerivAt_pairState ht j z).deriv]
    ring
  have p2 : ∑ i, ∑ j, B i j * (z i * z j * pairState t z +
      coordDeriv i (coordDeriv j (pairState t)) z) =
      (z ⬝ᵥ B *ᵥ z + (B * t).trace + (t *ᵥ z) ⬝ᵥ B *ᵥ (t *ᵥ z)) * pairState t z := by
    rw [← hb B z z, ← htr, ← hb B (t *ᵥ z) (t *ᵥ z)]
    simp only [← Finset.sum_add_distrib, Finset.sum_mul]
    refine Finset.sum_congr rfl fun i _ => Finset.sum_congr rfl fun j _ => ?_
    rw [coordDeriv_coordDeriv_pairState ht i j z]
    ring
  rw [hamiltonian, p1, p2, hR]
  ring
```

Q: A vanishing quadratic form need not mean a vanishing matrix.

A: For a symmetric one it does, and $R$ is symmetric when $A$, $B$ and $t$ are. Testing $e_i$ and $e_j$ gives $R_{ii}=R_{jj}=0$; testing $e_i+e_j$ then gives $2R_{ij}=0$.

```lean
/-- A real symmetric matrix whose quadratic form vanishes everywhere is zero. -/
theorem eq_zero_of_quadratic_form {M : Matrix ι ι ℝ} (hM : M.IsSymm)
    (h : ∀ z : ι → ℝ, z ⬝ᵥ M *ᵥ z = 0) : M = 0 := by
  have he : ∀ i j, (Pi.single i 1 : ι → ℝ) ⬝ᵥ M *ᵥ Pi.single j 1 = M i j := by
    intro i j
    simp [single_dotProduct]
  ext i j
  have h1 := h (Pi.single i 1 + Pi.single j 1)
  have h2 := h (Pi.single i 1)
  have h3 := h (Pi.single j 1)
  simp only [Matrix.mulVec_add, add_dotProduct, dotProduct_add, he] at h1 h2 h3
  have h4 := hM.apply i j
  rw [Matrix.zero_apply]
  linarith
```

Q: So what exactly does the main theorem say?

A: For real symmetric $A$, $B$, $t$ on finitely many modes and any real $E$, $Hf=Ef$ holds at every $z$ if and only if $R=0$ and $E=\tfrac12\operatorname{tr}(Bt)$. Forwards, cancel the positive $f$, set $z=0$ to fix $E$, and apply the previous lemma to what remains. Backwards, substitute.

The same matrix equation appears in ring coupled-cluster doubles for the random phase approximation, where treating particle–hole pairs as bosons is an approximation; here the bosons are exact.

```lean
/-- For symmetric `A`, `B` and `t`, the pair state solves the Schrödinger equation with energy `E`
at every point exactly when its amplitudes solve `B + A t + t A + t B t = 0` and `E = tr (B t) / 2`.
-/
theorem schrodinger_iff_amplitude_equation {A B t : Matrix ι ι ℝ} (hA : A.IsSymm)
    (hB : B.IsSymm) (ht : t.IsSymm) (E : ℝ) :
    (∀ z, hamiltonian A B (pairState t) z = E * pairState t z) ↔
      B + A * t + t * A + t * B * t = 0 ∧ E = (B * t).trace / 2 := by
  change _ ↔ residual A B t = 0 ∧ _
  constructor
  · intro h
    -- cancel the positive Gaussian
    have hE : ∀ z, z ⬝ᵥ residual A B t *ᵥ z / 2 + (B * t).trace / 2 = E := by
      intro z
      have hpos : pairState t z ≠ 0 := (Real.exp_pos _).ne'
      exact mul_right_cancel₀ hpos ((hamiltonian_pairState B hA ht z).symm.trans (h z))
    -- the origin fixes the energy
    have h0 := hE 0
    rw [zero_dotProduct, zero_div, zero_add] at h0
    have hsym : (residual A B t).IsSymm := by
      unfold Matrix.IsSymm residual
      simp only [Matrix.transpose_add, Matrix.transpose_mul, hA.eq, hB.eq, ht.eq]
      noncomm_ring
    exact ⟨eq_zero_of_quadratic_form hsym fun z => by linarith [hE z], h0.symm⟩
  · rintro ⟨hR, hE⟩ z
    rw [hamiltonian_pairState B hA ht z, hR, hE, Matrix.zero_mulVec, dotProduct_zero,
      zero_div, zero_add]
```

Q: Does a real solution always exist?

A: No. For one mode, with numbers $a,b,\tau$ in place of $A,B,t$, the conditions are $b+2a\tau+b\tau^2=0$ and $E=b\tau/2$.

```lean
/-- A single-mode pair state solves the Schrödinger equation with energy `E` at every point exactly
when `b + 2 a τ + b τ² = 0` and `E = b τ / 2`. -/
theorem one_mode_iff (a b τ E : ℝ) :
    (∀ z, hamiltonian !![a] !![b] (pairState !![τ]) z = E * pairState !![τ] z) ↔
      b + 2 * a * τ + b * τ ^ 2 = 0 ∧ E = b * τ / 2 := by
  have hsym : ∀ x : ℝ, (!![x] : Matrix (Fin 1) (Fin 1) ℝ).IsSymm := fun x =>
    Matrix.IsSymm.ext fun i j => by rw [Subsingleton.elim i j]
  have hr : !![b] + !![a] * !![τ] + !![τ] * !![a] + !![τ] * !![b] * !![τ] =
      !![b + 2 * a * τ + b * τ ^ 2] := by
    ext i j
    fin_cases i
    fin_cases j
    simp
    ring
  have htr : (!![b] * !![τ]).trace = b * τ := by
    simp [Matrix.trace]
  rw [schrodinger_iff_amplitude_equation (hsym a) (hsym b) (hsym τ), hr, htr]
  refine and_congr_left fun _ => ⟨fun h => ?_, fun h => ?_⟩
  · simpa using congrFun (congrFun h 0) 0
  · rw [h]
    ext i j
    fin_cases i
    fin_cases j
    simp
```

Multiplying the first by $b$ and completing the square gives $(b\tau+a)^2=a^2-b^2$, so $b^2\le a^2$ is necessary. Conversely, if $b\ne0$, take $\tau=(-a+\sqrt{a^2-b^2})/b$; if $b=0$, take $\tau=0$ and $E=0$.

```lean
/-- A single mode has a real Gaussian eigenfunction of this form exactly when `b² ≤ a²`. -/
theorem one_mode_exists_iff (a b : ℝ) :
    (∃ τ E : ℝ, ∀ z, hamiltonian !![a] !![b] (pairState !![τ]) z =
      E * pairState !![τ] z) ↔ b ^ 2 ≤ a ^ 2 := by
  constructor
  · rintro ⟨τ, E, h⟩
    have h1 := ((one_mode_iff a b τ E).1 h).1
    -- complete the square in the amplitude equation
    have h2 : (b * τ + a) ^ 2 = a ^ 2 - b ^ 2 := by linear_combination b * h1
    linarith [sq_nonneg (b * τ + a)]
  · intro h
    by_cases hb : b = 0
    · exact ⟨0, 0, (one_mode_iff a b 0 0).2 ⟨by simp [hb], by simp⟩⟩
    · obtain ⟨s, hs⟩ : ∃ s : ℝ, s ^ 2 = a ^ 2 - b ^ 2 :=
        ⟨Real.sqrt (a ^ 2 - b ^ 2), Real.sq_sqrt (sub_nonneg.2 h)⟩
      obtain ⟨τ, hτ⟩ : ∃ τ : ℝ, b * τ = -a + s := ⟨(-a + s) / b, mul_div_cancel₀ _ hb⟩
      refine ⟨τ, b * τ / 2, (one_mode_iff a b τ _).2 ⟨?_, rfl⟩⟩
      apply mul_left_cancel₀ hb
      linear_combination (b * τ + a + s) * hτ + hs
```

Since $2E=b\tau$, the same square constrains the energy.

```lean
/-- Every energy of a single-mode Gaussian eigenfunction satisfies
`(2 E + a)² = a² - b²`. -/
theorem one_mode_energy {a b τ E : ℝ}
    (h : ∀ z, hamiltonian !![a] !![b] (pairState !![τ]) z = E * pairState !![τ] z) :
    (2 * E + a) ^ 2 = a ^ 2 - b ^ 2 := by
  obtain ⟨h1, h2⟩ := (one_mode_iff a b τ E).1 h
  rw [h2]
  linear_combination b * h1

end

end BosonicCoupledCluster
```

```lean
#print axioms BosonicCoupledCluster.schrodinger_iff_amplitude_equation
#print axioms BosonicCoupledCluster.one_mode_exists_iff
#print axioms BosonicCoupledCluster.one_mode_energy
```

```
'BosonicCoupledCluster.schrodinger_iff_amplitude_equation' depends on axioms: [propext, Classical.choice, Quot.sound]
'BosonicCoupledCluster.one_mode_exists_iff' depends on axioms: [propext, Classical.choice, Quot.sound]
'BosonicCoupledCluster.one_mode_energy' depends on axioms: [propext, Classical.choice, Quot.sound]
```

Q: Give me numbers.

A: Take $a=5$, $b=4$. Then $4+10\tau+4\tau^2=0$, so $\tau=-\tfrac12$ or $\tau=-2$, with $E=-1$ or $E=-4$. Both give $(2E+5)^2=9=25-16$.

Q: Two energies from one pair ansatz. Are both physical?

A: Only the first. The theorem asks for a pointwise solution, not a normalisable one, and the Fock-space norm of a one-mode pair state is finite only for $|\tau|<1$. For the same reason, the boundary case $b^2=a^2\ne0$ has a pointwise solution of this form but no normalisable one, since there $|\tau|=1$.

Q: Could the model have built that in?

A: Yes, by using square-summable occupation-number coefficients, with annihilation and creation as unbounded operators on them. Normalisability would then be an extra condition on $t$, the root $-2$ would disappear, and the proof would have to deal with operator domains.
